# Hybridization breaks the relative phase symmetry of two fermionic modes

## Sorting basis states by relative charge

Before diagonalising a two-band Hamiltonian numerically, one can sort the basis states by the difference between the two band occupations and treat each value as a separate block. This is legitimate if the Hamiltonian commutes with that difference. For one mode per band, the result below decides the matter: a density interaction keeps the blocks separate, and hybridization couples them.

The same question matters for excitonic insulators, where electrons in a conduction mode $a$ pair with holes in a valence mode $b$. With $a'$ and $b'$ the creators, the order parameter is $\langle a'b\rangle$. If the Hamiltonian is invariant under opposite phase rotations of the two modes, the energy does not depend on the phase of this order parameter. Hybridization breaks this symmetry explicitly, in the Hamiltonian itself.

## Two modes, one charge, two commutators

The creators $a'$, $b'$ are usually written $a^\dagger$, $b^\dagger$. Here they are elements of a ring $R$ that need not have an adjoint; only the anticommutation relations are used. These are collected in `TwoModeCAR`: $aa'+a'a=1$, $bb'+b'b=1$, and all other anticommutators vanish. They express Fermi statistics for two orthonormal modes.

Write $n_a=a'a$, $n_b=b'b$ and $[x,y]=xy-yx$, which is `comm`. The remaining definitions are

- `relCharge`: $Q=n_a-n_b$, a difference of particle numbers and not an electric charge;
- `densityInt`: $D=n_an_b$;
- `hybridization`: $T=a'b+b'a$, with unit amplitude.

The theorem `hybridization_breaks_symmetry` assumes that $1\neq0$ in $R$ (`Nontrivial R`) and that 2 has an inverse there (`IsUnit (2 : R)`). Both hold for operators on a nonzero complex Hilbert space. It concludes

$$[Q,D]=0,\qquad [Q,T]=2(a'b-b'a)\neq0 .$$

Under the same two assumptions on $R$, two further theorems take coefficients from a field $K$ over which $R$ is an algebra; in physics $K=\mathbb C$. For

$$H=e_an_a+e_bn_b+UD+V\,a'b+W\,b'a,$$

`charge_conserved_iff` states that $[Q,H]=0$ exactly when $V=W=0$. Hermiticity, which would require $W=\overline V$, is not assumed. `phase_rotation` replaces $a,a',b,b'$ by $z^{-1}a,\,za',\,zb,\,z^{-1}b'$ with $z\neq0$; a physical phase is $z=e^{i\theta}$. For operators on the Hilbert space of the two modes, the replacement with such a $z$ is conjugation, $x\mapsto e^{i\theta Q}\,x\,e^{-i\theta Q}$, so an operator is invariant for every $\theta$ exactly when it commutes with $Q$. The theorem states that $D$ is unchanged, and that $T$ is unchanged exactly when $z^2=1$.

The theorems treat a single pair of modes. They say nothing about spontaneous excitonic order, which is a question about a lattice with many.

## The commutators from the anticommutation relations

Since 2 is invertible, $aa+aa=0$ gives $a^2=0$, and likewise for the other three operators. Moving $b'$ and then $b$ through $a'a$ costs two signs each time, so $n_an_b=n_bn_a$. Hence $Q$ commutes with $D=n_an_b$.

For the transfer $a'b$,

$$n_a\,a'b=a'(1-a'a)b=a'b,\qquad a'b\,n_a=-a'a'ba=0,$$
$$n_b\,a'b=-b'a'bb=0,\qquad a'b\,n_b=a'(1-b'b)b=a'b .$$

Therefore $[Q,a'b]=a'b+a'b=2a'b$. Exchanging the modes turns $Q$ into $-Q$, so $[Q,b'a]=-2b'a$. The sum is $[Q,T]=2(a'b-b'a)$.

To see that this is nonzero, suppose $x\,a'b+y\,b'a=0$ with scalars $x,y$. Multiplying by $a'$ from the left leaves $y\,a'b'a=0$. The identity

$$a'a=-(b\,a'b'a+a'b'a\,b)$$

then gives $y\,a'a=0$. Since $a'=a'a\,a'$, also $y\,a'=0$, and finally $y\cdot1=y(aa'+a'a)=0$. Exchanging the modes gives $x\cdot1=0$. If $2(a'b-b'a)$ vanished, cancelling 2 and taking $x=1$, $y=-1$ would give $1=0$.

Since $n_a$ and $n_b$ commute, $Q$ also commutes with the two level terms of $H$. The transfer commutators then yield $[Q,H]=2(V\,a'b-W\,b'a)$, which vanishes only for $V=W=0$. Under the rotation, $T$ becomes $z^2a'b+z^{-2}b'a$. Equality with $T$ forces $z^2=1$ by independence, and the converse is immediate.

## One particle in two levels

The smallest instance is a single particle. In the basis ($a$ occupied, $b$ occupied), $Q$ and $T$ are the Pauli matrices $\sigma_z$ and $\sigma_x$, and

$$[\sigma_z,\sigma_x]=2\begin{pmatrix}0&1\\-1&0\end{pmatrix}.$$

On the empty and the doubly occupied state $T$ gives zero, so the symmetry breaking is visible only in this block.

## A ring in which 2 = 0

Take the $4\times4$ matrices of `twoModeCAR_witness` with entries reduced modulo 2. They satisfy the anticommutation relations in a nontrivial ring, but $2(a'b-b'a)=0$. So the nonvanishing needs at least $2\neq0$; this example does not show that 2 must be invertible.

## The Lean source

```lean
import Mathlib

namespace ExcitonicPhaseSymmetry

variable {R : Type*} [Ring R] {a a' b b' : R}

/-- The canonical anticommutation relations of two fermionic modes with annihilators `a`, `b`
and creators `a'`, `b'`. -/
structure TwoModeCAR (a a' b b' : R) : Prop where
  a_a : a * a + a * a = 0
  a'_a' : a' * a' + a' * a' = 0
  b_b : b * b + b * b = 0
  b'_b' : b' * b' + b' * b' = 0
  a_a' : a * a' + a' * a = 1
  b_b' : b * b' + b' * b = 1
  a_b : a * b + b * a = 0
  a_b' : a * b' + b' * a = 0
  a'_b : a' * b + b * a' = 0
  a'_b' : a' * b' + b' * a' = 0

/-- The commutator of two operators. -/
def comm (x y : R) : R := x * y - y * x

/-- The relative charge: occupation of mode `a` minus occupation of mode `b`. -/
def relCharge (a a' b b' : R) : R := a' * a - b' * b

/-- The density interaction: the product of the two occupation numbers. -/
def densityInt (a a' b b' : R) : R := a' * a * (b' * b)

/-- The hybridization, which transfers a fermion between the two modes. -/
def hybridization (a a' b b' : R) : R := a' * b + b' * a

/-- The anticommutation relations are unchanged when the two modes are exchanged. -/
theorem TwoModeCAR.swap (h : TwoModeCAR a a' b b') : TwoModeCAR b b' a a' where
  a_a := h.b_b
  a'_a' := h.b'_b'
  b_b := h.a_a
  b'_b' := h.a'_a'
  a_a' := h.b_b'
  b_b' := h.a_a'
  a_b := by rw [add_comm]; exact h.a_b
  a_b' := by rw [add_comm]; exact h.a'_b
  a'_b := by rw [add_comm]; exact h.a_b'
  a'_b' := by rw [add_comm]; exact h.a'_b'

/-- Pauli exclusion: where 2 is invertible, an operator that anticommutes with itself
squares to zero. -/
theorem pauli (h2 : IsUnit (2 : R)) {x : R} (hx : x * x + x * x = 0) : x * x = 0 :=
  h2.mul_left_cancel (by rw [two_mul, mul_zero, hx])

/-- The occupation numbers of the two modes commute. -/
theorem number_comm (h : TwoModeCAR a a' b b') :
    a' * a * (b' * b) = b' * b * (a' * a) := by
  linear_combination (norm := noncomm_ring) a' * h.a_b' * b - h.a'_b' * a * b
    + b' * a' * h.a_b - b' * h.a'_b * a

/-- The relative charge commutes with the density interaction. -/
theorem comm_densityInt (h : TwoModeCAR a a' b b') :
    comm (relCharge a a' b b') (densityInt a a' b b') = 0 := by
  have C := number_comm h
  simp only [comm, relCharge, densityInt]
  linear_combination (norm := noncomm_ring) a' * a * C + C * (b' * b)

/-- Where 2 is invertible, the commutator of the relative charge with `a' * b`, the transfer from
mode `b` to mode `a`, is `2 * (a' * b)`. -/
theorem comm_transfer (h : TwoModeCAR a a' b b') (h2 : IsUnit (2 : R)) :
    comm (relCharge a a' b b') (a' * b) = 2 * (a' * b) := by
  have A := pauli h2 h.a'_a'
  have B := pauli h2 h.b_b
  simp only [comm, relCharge]
  linear_combination (norm := noncomm_ring) a' * h.a_a' * b - A * a * b - b' * h.a'_b * b
    + b' * a' * B - a' * h.a'_b * a + A * b * a + a' * h.b_b' * b - a' * b' * B

/-- Where 2 is invertible, the commutator of the relative charge with `b' * a`, the transfer from
mode `a` to mode `b`, is `-(2 * (b' * a))`. -/
theorem comm_transfer_back (h : TwoModeCAR a a' b b') (h2 : IsUnit (2 : R)) :
    comm (relCharge a a' b b') (b' * a) = -(2 * (b' * a)) := by
  have H := comm_transfer h.swap h2
  simp only [comm, relCharge] at H ⊢
  linear_combination (norm := noncomm_ring) -H

/-- Where 2 is invertible, a vanishing combination of the two transfers has coefficients that
act as zero on the identity. -/
theorem transfer_independent {K : Type*} [CommRing K] [Algebra K R]
    (h : TwoModeCAR a a' b b') (h2 : IsUnit (2 : R)) {x y : K}
    (hE : x • (a' * b) + y • (b' * a) = 0) : x • (1 : R) = 0 ∧ y • (1 : R) = 0 := by
  -- one coefficient is isolated; the other follows by exchanging the modes
  have key : ∀ {a a' b b' : R} {x y : K}, TwoModeCAR a a' b b' →
      x • (a' * b) + y • (b' * a) = 0 → y • (1 : R) = 0 := by
    intro a a' b b' x y h hE
    have A := pauli h2 h.a'_a'
    -- multiplication by a' removes the first transfer
    have h1 : y • (a' * b' * a) = 0 := by
      have e : a' * (x • (a' * b) + y • (b' * a)) = 0 := by rw [hE, mul_zero]
      rw [mul_add, mul_smul_comm, mul_smul_comm, ← mul_assoc, ← mul_assoc, A,
        zero_mul, smul_zero, zero_add] at e
      exact e
    -- the operators b', a and a' are stripped off one after another
    have e2 : a' * a = -(b * (a' * b' * a) + a' * b' * a * b) := by
      linear_combination (norm := noncomm_ring) h.a'_b * b' * a - a' * h.b_b' * a
        + a' * b' * h.a_b
    have h3 : y • (a' * a) = 0 := by
      rw [e2, smul_neg, smul_add, ← mul_smul_comm y b (a' * b' * a),
        ← smul_mul_assoc y (a' * b' * a) b, h1]
      simp
    have e4 : a' = a' * a * a' := by
      linear_combination (norm := noncomm_ring) A * a - a' * h.a_a'
    have h5 : y • a' = 0 := by
      have e : y • (a' * a * a') = 0 := by rw [← smul_mul_assoc, h3, zero_mul]
      rwa [← e4] at e
    rw [← h.a_a', smul_add, ← mul_smul_comm, ← smul_mul_assoc, h5]
    simp
  exact ⟨key h.swap (by rw [add_comm]; exact hE), key h hE⟩

/-- In a nontrivial ring with 2 invertible, the relative charge commutes with the density
interaction, but its commutator with the hybridization is `2 (a'b - b'a)`, which is nonzero. -/
theorem hybridization_breaks_symmetry [Nontrivial R] (h : TwoModeCAR a a' b b')
    (h2 : IsUnit (2 : R)) :
    comm (relCharge a a' b b') (densityInt a a' b b') = 0 ∧
    comm (relCharge a a' b b') (hybridization a a' b b') = 2 * (a' * b - b' * a) ∧
    2 * (a' * b - b' * a) ≠ 0 := by
  refine ⟨comm_densityInt h, ?_, fun h0 => ?_⟩
  · have H := comm_transfer h h2
    have H' := comm_transfer_back h h2
    simp only [comm, hybridization] at H H' ⊢
    linear_combination (norm := noncomm_ring) H + H'
  · have hX : a' * b - b' * a = 0 := h2.mul_left_cancel (by rw [h0, mul_zero])
    have H := (transfer_independent (K := ℤ) (x := 1) (y := -1) h h2 (by
      simp only [one_smul, neg_smul]
      rw [← sub_eq_add_neg]
      exact hX)).1
    rw [one_smul] at H
    exact one_ne_zero H

section Field

variable {K : Type*} [Field K] [Algebra K R]

/-- The two-level Hamiltonian with level energies `ea`, `eb`, density interaction `U` and
transfer amplitudes `V`, `W`. -/
def hamiltonian (ea eb U V W : K) (a a' b b' : R) : R :=
  ea • (a' * a) + eb • (b' * b) + U • densityInt a a' b b' + V • (a' * b) + W • (b' * a)

/-- In a nontrivial algebra with 2 invertible, the relative charge commutes with the two-level
Hamiltonian exactly when both transfer amplitudes vanish. -/
theorem charge_conserved_iff [Nontrivial R] (h : TwoModeCAR a a' b b')
    (h2 : IsUnit (2 : R)) (ea eb U V W : K) :
    comm (relCharge a a' b b') (hamiltonian ea eb U V W a a' b b') = 0 ↔ V = 0 ∧ W = 0 := by
  have C := number_comm h
  have c1 : comm (relCharge a a' b b') (a' * a) = 0 := by
    simp only [comm, relCharge]
    linear_combination (norm := noncomm_ring) C
  have c2 : comm (relCharge a a' b b') (b' * b) = 0 := by
    simp only [comm, relCharge]
    linear_combination (norm := noncomm_ring) C
  -- the commutator is linear in the Hamiltonian
  have lin : ∀ q n m d s t : R,
      comm q (ea • n + eb • m + U • d + V • s + W • t) =
        ea • comm q n + eb • comm q m + U • comm q d + V • comm q s + W • comm q t := by
    intro q n m d s t
    simp only [comm, mul_add, add_mul, mul_smul_comm, smul_mul_assoc, smul_sub]
    abel
  have total : comm (relCharge a a' b b') (hamiltonian ea eb U V W a a' b b') =
      2 * (V • (a' * b) + (-W) • (b' * a)) := by
    rw [hamiltonian, lin, c1, c2, comm_densityInt h, comm_transfer h h2,
      comm_transfer_back h h2]
    simp only [smul_zero, zero_add, mul_add, mul_smul_comm, smul_neg, neg_smul, mul_neg]
  rw [total]
  constructor
  · intro h0
    obtain ⟨hV, hW⟩ := transfer_independent h h2
      (h2.mul_left_cancel (by rw [h0, mul_zero]))
    exact ⟨(smul_eq_zero.mp hV).resolve_right one_ne_zero,
      neg_eq_zero.mp ((smul_eq_zero.mp hW).resolve_right one_ne_zero)⟩
  · rintro ⟨rfl, rfl⟩
    simp

/-- In a nontrivial algebra with 2 invertible, replace `a`, `a'`, `b`, `b'` by `z⁻¹ • a`, `z • a'`,
`z • b`, `z⁻¹ • b'` with `z ≠ 0`: the density interaction is invariant, and the hybridization is
invariant exactly when `z ^ 2 = 1`. -/
theorem phase_rotation [Nontrivial R] (h : TwoModeCAR a a' b b') (h2 : IsUnit (2 : R))
    {z : K} (hz : z ≠ 0) :
    densityInt (z⁻¹ • a) (z • a') (z • b) (z⁻¹ • b') = densityInt a a' b b' ∧
    (hybridization (z⁻¹ • a) (z • a') (z • b) (z⁻¹ • b') = hybridization a a' b b' ↔
      z ^ 2 = 1) := by
  constructor
  · simp only [densityInt, smul_mul_smul_comm, mul_inv_cancel₀ hz, inv_mul_cancel₀ hz,
      one_smul]
  · simp only [hybridization, smul_mul_smul_comm]
    constructor
    · intro he
      have hE : (z * z - 1) • (a' * b) + (z⁻¹ * z⁻¹ - 1) • (b' * a) = 0 := by
        rw [sub_smul, sub_smul, one_smul, one_smul, sub_add_sub_comm, he, sub_self]
      have H := (smul_eq_zero.mp (transfer_independent h h2 hE).1).resolve_right one_ne_zero
      rw [pow_two]
      exact sub_eq_zero.mp H
    · intro hs
      rw [pow_two] at hs
      rw [← mul_inv, hs, inv_one, one_smul, one_smul]

end Field

/-- Explicit complex 4×4 matrices satisfy the two-mode anticommutation relations, and 2 is
invertible in their ring. -/
theorem twoModeCAR_witness :
    TwoModeCAR (R := Matrix (Fin 4) (Fin 4) ℂ)
      !![0, 0, 1, 0; 0, 0, 0, 1; 0, 0, 0, 0; 0, 0, 0, 0]
      !![0, 0, 0, 0; 0, 0, 0, 0; 1, 0, 0, 0; 0, 1, 0, 0]
      !![0, 1, 0, 0; 0, 0, 0, 0; 0, 0, 0, -1; 0, 0, 0, 0]
      !![0, 0, 0, 0; 1, 0, 0, 0; 0, 0, 0, 0; 0, 0, -1, 0] ∧
    IsUnit (2 : Matrix (Fin 4) (Fin 4) ℂ) := by
  constructor
  · constructor <;> ext i j <;> fin_cases i <;> fin_cases j <;> simp
  · have H := (IsUnit.mk0 (2 : ℂ) two_ne_zero).map
      (algebraMap ℂ (Matrix (Fin 4) (Fin 4) ℂ))
    rwa [map_ofNat] at H

end ExcitonicPhaseSymmetry
```

```lean
#print axioms ExcitonicPhaseSymmetry.hybridization_breaks_symmetry
#print axioms ExcitonicPhaseSymmetry.charge_conserved_iff
#print axioms ExcitonicPhaseSymmetry.phase_rotation
```

```
'ExcitonicPhaseSymmetry.hybridization_breaks_symmetry' depends on axioms: [propext, Quot.sound]
'ExcitonicPhaseSymmetry.charge_conserved_iff' depends on axioms: [propext, Classical.choice, Quot.sound]
'ExcitonicPhaseSymmetry.phase_rotation' depends on axioms: [propext, Classical.choice, Quot.sound]
```

## From sign changes to certified identities

Most of the operator algebra is done by `linear_combination (norm := noncomm_ring)`. It receives known identities (anticommutators, vanishing squares or earlier results), multiplied by operators on the left or right where needed, and checks that they add up to the desired identity.

`pauli` supplies the vanishing squares, and `number_comm` the commuting occupations from which `comm_densityInt` follows. `comm_transfer` computes $[Q,a'b]$; `comm_transfer_back` applies it to the exchanged modes through `TwoModeCAR.swap`.

`transfer_independent` contains the stripping argument. Its inner statement `key` isolates $y$: `h1` is the multiplication by $a'$, `e2` and `h3` reach $y\,a'a=0$, and `e4` and `h5` reach $y\,a'=0$. Applying `key` to the exchanged modes handles $x$. The main theorem adds the two transfer commutators and uses independence with integer coefficients $1$ and $-1$.

In `charge_conserved_iff`, `lin` expands the commutator term by term and `total` records the result $2(V\,a'b-W\,b'a)$. Independence then gives $V\cdot1=W\cdot1=0$ in $R$, and because $K$ is a field and $1\neq0$, both amplitudes vanish. `phase_rotation` applies the same lemma to the difference between the rotated and the original hybridization, whose first coefficient is $z^2-1$.

`twoModeCAR_witness` checks the relations entry by entry for explicit complex matrices, so the hypotheses describe an actual two-mode system.
